# Two exact bound-state energies of the sextic oscillator $x^6+2\beta x^4+(\beta^2-7)x^2$

A particle moves on the whole real line in the potential

$$V_\beta(x)=x^6+2\beta x^4+(\beta^2-7)x^2,$$

where $\beta$ is a real shape parameter, not an inverse temperature. Units are chosen with $\hbar=1$ and $2m=1$, so the Hamiltonian is $H=-d^2/dx^2+V_\beta$. The trial functions are

$$\psi(x)=(a+bx^2)\,g(x),\qquad g(x)=e^{-x^4/4-\beta x^2/2},$$

with real coefficients $a$ and $b$. They are not normalised; expectation values need division by $\int\psi^2\,dx$.

In the Lean file $V_\beta$, $g$ and $\psi$ are `sexticPotential`, `envelope` and `ansatz`. The function `hamiltonian V ψ x` is the number $-\psi''(x)+V(x)\psi(x)$. The predicate `IsBoundState V E ψ` has four parts: $\psi$ is twice continuously differentiable (the field is called `smooth`, but only two derivatives are required), $\psi$ is not the zero function, $\psi^2$ is integrable over the line, and $H\psi=E\psi$ holds at every point. The first part matters because Lean's `deriv` returns zero where a derivative doesn't exist.

## Energies and coefficients in closed form

For $(a,b)\neq(0,0)$, the theorem `isBoundState_ansatz_iff` says that $\psi$ is a bound state of energy $E$ if and only if

$$(E-\beta)(E-5\beta)=8\quad\text{and}\quad b=\frac{(\beta-E)\,a}{2}.$$

The theorem `quasi_exact_levels` says that the energies of bound states of this form are exactly

$$E_\pm=3\beta\pm2\sqrt{\beta^2+2}.$$

It needs no separate condition on $a$ and $b$, since a bound state is nonzero by definition.

At $\beta=0$ the potential is the double well $x^6-7x^2$ and the trial function is $(a+bx^2)e^{-x^4/4}$. The conditions become $E^2=8$ and $b=-Ea/2$, and the levels are $\pm2\sqrt2\approx\pm2.828427$. These are `sextic_isBoundState_iff` and `sextic_levels`, with potential and wavefunction written out explicitly. Up to normalisation, the two states are

$$(1+\sqrt2\,x^2)e^{-x^4/4}\ \text{ at } E=-2\sqrt2,\qquad (1-\sqrt2\,x^2)e^{-x^4/4}\ \text{ at } E=2\sqrt2.$$

## Reference values for a one-dimensional eigensolver

A finite-difference, basis-set or shooting code for the stationary Schrödinger equation can be compared with these energies and wavefunctions. The reference is for one particle in one dimension and supplies two levels for each $\beta$, but the potential is anharmonic and its shape can be varied. For large positive $\beta$ the two levels come close to the values $\beta$ and $5\beta$ of the harmonic potential $\beta^2x^2$, so such a choice tests the anharmonic terms only weakly. At $\beta=3$ the anharmonic terms still matter a great deal: the potential is the single well $x^6+6x^4+2x^2$, with levels $9\pm2\sqrt{11}$, or about 2.367 and 15.633, whereas its quadratic term alone would give $\sqrt2\approx1.414$ and $5\sqrt2\approx7.071$ for the same two states.

To pick the right entries from a sorted list of eigenvalues, count nodes. The lower state has $b/a>0$ and no nodes; the upper one has $b/a<0$ and two. By the usual oscillation theorem, which is quoted here and has no proof in the Lean file, they are the ground state and the second excited state, with indices 0 and 2 when counting from zero. A code restricted to even parity should find them as its two lowest states.

The kinetic-energy convention has to match. A code that uses $-\tfrac12\,d^2/dx^2$ must be given the potential $V_\beta/2$, and its energies are then $E_\pm/2$.

The discretised Hamiltonian can also be checked before any diagonalisation. For every $a$ and $b$, eigenfunction or not,

$$H\big[(a+bx^2)g\big]=\big[(\beta a-2b)+(5\beta b-4a)x^2\big]g.$$

On a grid, the code's Hamiltonian can be applied to sampled values of $(a+bx^2)g$ and the result compared with the right-hand side, with which it should agree up to discretisation error. This separates errors in the derivative or potential from errors in the eigensolver.

## Reduction to a two-by-two eigenvalue problem

Since $g'=-(x^3+\beta x)g$, any differentiable prefactor $p$ satisfies

$$(pg)'=\big[p'-(x^3+\beta x)p\big]g.$$

With $p=a+bx^2$ this gives $\psi'=qg$, where

$$q=(2b-a\beta)x-(a+b\beta)x^3-bx^5.$$

Its derivative is $q'=(2b-a\beta)-3(a+b\beta)x^2-5bx^4$. Applying the same rule to $qg$ and collecting powers,

$$\frac{\psi''}{g}=(2b-a\beta)+(a\beta^2-3a-5b\beta)x^2+(b\beta^2-7b+2a\beta)x^4+(a+2b\beta)x^6+bx^8.$$

The potential term is

$$\frac{V_\beta\psi}{g}=(\beta^2-7)a\,x^2+\big[2\beta a+(\beta^2-7)b\big]x^4+(a+2\beta b)x^6+bx^8.$$

On subtraction, the powers $x^4$, $x^6$ and $x^8$ cancel, leaving

$$\frac{H\psi}{g}=(\beta a-2b)+(5\beta b-4a)x^2.$$

The constant 7 in the potential sets the strength of the quadratic term so that $H$ maps this two-dimensional space into itself. With $\beta^2-c$ in place of $\beta^2-7$, a term $(7-c)b\,x^4$ would remain.

Because $g$ is never zero, $H\psi=E\psi$ is equivalent to

$$\beta a-2b=Ea,\qquad 5\beta b-4a=Eb.$$

If $a=0$, the first equation gives $b=0$, which is excluded. Hence $a\neq0$ and $b=(\beta-E)a/2$. Substituting into $(5\beta-E)b=4a$ and dividing by $a$ gives $(E-\beta)(E-5\beta)=8$. Conversely, these two conditions imply both linear equations. Expanding the energy condition,

$$E^2-6\beta E+5\beta^2-8=0,$$

so $E=3\beta\pm\sqrt{4\beta^2+8}=3\beta\pm2\sqrt{\beta^2+2}$. Both roots are attained: take $a=1$ and $b=(\beta-E)/2$.

Square integrability follows from two bounds. First,

$$(a+bx^2)^2\le(a^2+b^2)(1+x^2)^2\le(a^2+b^2)e^{2x^2}.$$

Second, $(x^2-(3-\beta))^2\ge0$ gives $-x^4/2+(3-\beta)x^2\le(3-\beta)^2/2$, and therefore

$$e^{2x^2}g^2=e^{-x^4/2+(2-\beta)x^2}\le e^{(3-\beta)^2/2}\,e^{-x^2}.$$

So $\psi^2$ lies below a constant times a Gaussian, for either sign of $\beta$.

## The Lean source and its route to the levels

```lean
import Mathlib

open MeasureTheory

namespace QuasiExactSextic

noncomputable section

/-- The one-dimensional Hamiltonian `-d²/dx² + V` acting on a real wavefunction. -/
def hamiltonian (V ψ : ℝ → ℝ) (x : ℝ) : ℝ := -(deriv (deriv ψ) x) + V x * ψ x

/-- A bound state of energy `E`: a twice continuously differentiable, nonzero,
square-integrable solution of the stationary Schrödinger equation. -/
structure IsBoundState (V : ℝ → ℝ) (E : ℝ) (ψ : ℝ → ℝ) : Prop where
  smooth : ContDiff ℝ 2 ψ
  nonzero : ψ ≠ 0
  normalizable : Integrable (fun x => ψ x ^ 2)
  schrodinger : ∀ x, hamiltonian V ψ x = E * ψ x

/-- The sextic potential `x⁶ + 2βx⁴ + (β² - 7)x²`. -/
def sexticPotential (β x : ℝ) : ℝ := x ^ 6 + 2 * β * x ^ 4 + (β ^ 2 - 7) * x ^ 2

/-- The decaying factor `exp(-x⁴/4 - βx²/2)`. -/
def envelope (β x : ℝ) : ℝ := Real.exp (-x ^ 4 / 4 - β * x ^ 2 / 2)

/-- The even trial function `(a + bx²) exp(-x⁴/4 - βx²/2)`. -/
def ansatz (β a b x : ℝ) : ℝ := (a + b * x ^ 2) * envelope β x

/-- Differentiating a prefactor times the envelope gives the envelope times
`p' - (x³ + βx)p`, for a prefactor `p` differentiable at `x`. -/
theorem hasDerivAt_mul_envelope (β : ℝ) {p : ℝ → ℝ} {p' x : ℝ} (hp : HasDerivAt p p' x) :
    HasDerivAt (fun y => p y * envelope β y)
      ((p' - (x ^ 3 + β * x) * p x) * envelope β x) x := by
  have e : (fun y : ℝ => -y ^ 4 / 4 - β * y ^ 2 / 2)
      = fun y => (-1 / 4) * y ^ 4 + (-β / 2) * y ^ 2 := by
    funext y; ring
  have h : HasDerivAt (fun y : ℝ => -y ^ 4 / 4 - β * y ^ 2 / 2) (-(x ^ 3 + β * x)) x := by
    rw [e]
    exact (((hasDerivAt_pow 4 x).const_mul (-1 / 4)).fun_add
      ((hasDerivAt_pow 2 x).const_mul (-β / 2))).congr_deriv (by push_cast; ring)
  have henv : HasDerivAt (envelope β) (envelope β x * -(x ^ 3 + β * x)) x := h.exp
  exact (hp.fun_mul henv).congr_deriv (by ring)

/-- The sextic Hamiltonian maps the trial function with coefficients `(a, b)` to the one
with coefficients `(βa - 2b, 5βb - 4a)`. -/
theorem hamiltonian_ansatz (β a b x : ℝ) :
    hamiltonian (sexticPotential β) (ansatz β a b) x
      = ansatz β (β * a - 2 * b) (5 * β * b - 4 * a) x := by
  -- first derivative, as an odd polynomial times the envelope
  have h1 : deriv (ansatz β a b) = fun y =>
      ((2 * b - a * β) * y + (-(a + b * β)) * y ^ 3 + (-b) * y ^ 5) * envelope β y := by
    funext y
    have hp : HasDerivAt (fun z : ℝ => a + b * z ^ 2) (2 * b * y) y :=
      (((hasDerivAt_pow 2 y).const_mul b).const_add a).congr_deriv (by push_cast; ring)
    have h : HasDerivAt (ansatz β a b)
        (((2 * b - a * β) * y + (-(a + b * β)) * y ^ 3 + (-b) * y ^ 5) * envelope β y) y :=
      (hasDerivAt_mul_envelope β hp).congr_deriv (by ring)
    exact h.deriv
  -- derivative of that polynomial
  have hq : HasDerivAt
      (fun y : ℝ => (2 * b - a * β) * y + (-(a + b * β)) * y ^ 3 + (-b) * y ^ 5)
      ((2 * b - a * β) - 3 * (a + b * β) * x ^ 2 - 5 * b * x ^ 4) x :=
    ((((hasDerivAt_id' x).const_mul (2 * b - a * β)).fun_add
      ((hasDerivAt_pow 3 x).const_mul (-(a + b * β)))).fun_add
      ((hasDerivAt_pow 5 x).const_mul (-b))).congr_deriv (by push_cast; ring)
  unfold hamiltonian
  rw [h1, (hasDerivAt_mul_envelope β hq).deriv]
  unfold ansatz sexticPotential
  ring

/-- Every trial function is square-integrable on the line. -/
theorem integrable_ansatz_sq (β a b : ℝ) : Integrable (fun x => ansatz β a b x ^ 2) := by
  have hg := (integrable_exp_neg_mul_sq (b := 1) one_pos).const_mul
    ((a ^ 2 + b ^ 2) * Real.exp ((3 - β) ^ 2 / 2))
  refine hg.mono' (Continuous.aestronglyMeasurable ?_) (ae_of_all _ fun x => ?_)
  · unfold ansatz envelope
    fun_prop
  rw [Real.norm_of_nonneg (sq_nonneg _)]
  -- the polynomial is dominated by an exponential of x²
  have h1 : (a + b * x ^ 2) ^ 2 ≤ (a ^ 2 + b ^ 2) * Real.exp (x ^ 2) ^ 2 := by
    calc (a + b * x ^ 2) ^ 2 ≤ (a ^ 2 + b ^ 2) * (x ^ 2 + 1) ^ 2 := by
          nlinarith [sq_nonneg (a * x ^ 2 - b),
            mul_nonneg (add_nonneg (sq_nonneg a) (sq_nonneg b)) (sq_nonneg x)]
      _ ≤ _ := by
          gcongr
          exact Real.add_one_le_exp _
  -- the quartic decay leaves a Gaussian
  have h2 : Real.exp (x ^ 2) ^ 2 * envelope β x ^ 2
      ≤ Real.exp ((3 - β) ^ 2 / 2) * Real.exp (-1 * x ^ 2) := by
    rw [envelope, ← mul_pow, ← Real.exp_add, ← Real.exp_add, ← Real.exp_nat_mul]
    apply Real.exp_le_exp.mpr
    push_cast
    nlinarith [sq_nonneg (x ^ 2 - (3 - β))]
  calc ansatz β a b x ^ 2 = (a + b * x ^ 2) ^ 2 * envelope β x ^ 2 := by
        unfold ansatz; ring
    _ ≤ ((a ^ 2 + b ^ 2) * Real.exp (x ^ 2) ^ 2) * envelope β x ^ 2 :=
        mul_le_mul_of_nonneg_right h1 (sq_nonneg _)
    _ = (a ^ 2 + b ^ 2) * (Real.exp (x ^ 2) ^ 2 * envelope β x ^ 2) := by ring
    _ ≤ (a ^ 2 + b ^ 2) * (Real.exp ((3 - β) ^ 2 / 2) * Real.exp (-1 * x ^ 2)) :=
        mul_le_mul_of_nonneg_left h2 (by positivity)
    _ = _ := by ring

/-- In the potential `x⁶ + 2βx⁴ + (β² - 7)x²`, a trial function with the same `β` whose coefficients
are not both zero is a bound state of energy `E` exactly when `(E - β)(E - 5β) = 8` and
`b = (β - E)a/2`. -/
theorem isBoundState_ansatz_iff (β E a b : ℝ) (hab : a ≠ 0 ∨ b ≠ 0) :
    IsBoundState (sexticPotential β) E (ansatz β a b) ↔
      (E - β) * (E - 5 * β) = 8 ∧ b = (β - E) * a / 2 := by
  have hpos : ∀ x, envelope β x ≠ 0 := fun x => (Real.exp_pos _).ne'
  constructor
  · intro h
    -- cancel the envelope and compare coefficients
    have key : ∀ x : ℝ, (β * a - 2 * b) + (5 * β * b - 4 * a) * x ^ 2
        = E * (a + b * x ^ 2) := by
      intro x
      have hx := h.schrodinger x
      rw [hamiltonian_ansatz] at hx
      unfold ansatz at hx
      exact mul_right_cancel₀ (hpos x) (by linear_combination hx)
    have e0 : β * a - 2 * b = E * a := by linear_combination key 0
    have e1 : 5 * β * b - 4 * a = E * b := by linear_combination key 1 - key 0
    have ha : a ≠ 0 := by
      intro h0
      rw [h0] at e0
      rcases hab with h | h
      · exact h h0
      · exact h (by linarith)
    exact ⟨mul_right_cancel₀ ha (by linear_combination (-(E - 5 * β)) * e0 + 2 * e1),
      by linear_combination (-(1 / 2)) * e0⟩
  · rintro ⟨hE, hb⟩
    have e0 : β * a - 2 * b = E * a := by linear_combination (-2) * hb
    have e1 : 5 * β * b - 4 * a = E * b := by
      linear_combination (5 * β - E) * hb + a / 2 * hE
    refine ⟨?_, ?_, integrable_ansatz_sq β a b, fun x => ?_⟩
    · unfold ansatz envelope
      fun_prop
    · intro h
      have hz : ∀ x : ℝ, a + b * x ^ 2 = 0 := by
        intro x
        have hx : (a + b * x ^ 2) * envelope β x = 0 := congrFun h x
        exact (mul_eq_zero.mp hx).resolve_right (hpos x)
      rcases hab with h | h
      · exact h (by linear_combination hz 0)
      · exact h (by linear_combination hz 1 - hz 0)
    · rw [hamiltonian_ansatz]
      unfold ansatz
      linear_combination envelope β x * (e0 + x ^ 2 * e1)

/-- In the potential `x⁶ + 2βx⁴ + (β² - 7)x²`, the energies of bound states of the trial form with
the same `β` are exactly `3β ± 2√(β² + 2)`. -/
theorem quasi_exact_levels (β E : ℝ) :
    (∃ a b, IsBoundState (sexticPotential β) E (ansatz β a b)) ↔
      E = 3 * β - 2 * √(β ^ 2 + 2) ∨ E = 3 * β + 2 * √(β ^ 2 + 2) := by
  have hs : √(β ^ 2 + 2) ^ 2 = β ^ 2 + 2 := Real.sq_sqrt (by positivity)
  constructor
  · rintro ⟨a, b, h⟩
    have hab : a ≠ 0 ∨ b ≠ 0 := by
      by_contra hc
      push Not at hc
      apply h.nonzero
      funext x
      simp [ansatz, hc.1, hc.2]
    have hE := ((isBoundState_ansatz_iff β E a b hab).mp h).1
    have hf : (E - (3 * β - 2 * √(β ^ 2 + 2))) * (E - (3 * β + 2 * √(β ^ 2 + 2))) = 0 := by
      linear_combination hE - 4 * hs
    exact (mul_eq_zero.mp hf).imp sub_eq_zero.mp sub_eq_zero.mp
  · intro h
    refine ⟨1, (β - E) * 1 / 2,
      (isBoundState_ansatz_iff β E _ _ (Or.inl one_ne_zero)).mpr ⟨?_, rfl⟩⟩
    rcases h with h | h <;> rw [h] <;> linear_combination 4 * hs

/-- For the potential `x⁶ - 7x²` and `(a, b)` not both zero, `(a + bx²) exp(-x⁴/4)` is a
bound state of energy `E` exactly when `E² = 8` and `b = -Ea/2`. -/
theorem sextic_isBoundState_iff (E a b : ℝ) (hab : a ≠ 0 ∨ b ≠ 0) :
    IsBoundState (fun x => x ^ 6 - 7 * x ^ 2) E
      (fun x => (a + b * x ^ 2) * Real.exp (-x ^ 4 / 4)) ↔ E ^ 2 = 8 ∧ b = -E * a / 2 := by
  have hV : (fun x : ℝ => x ^ 6 - 7 * x ^ 2) = sexticPotential 0 := by
    funext x; unfold sexticPotential; ring
  have hψ : (fun x : ℝ => (a + b * x ^ 2) * Real.exp (-x ^ 4 / 4)) = ansatz 0 a b := by
    funext x; simp [ansatz, envelope]
  rw [hV, hψ, isBoundState_ansatz_iff 0 E a b hab]
  constructor <;> rintro ⟨h1, h2⟩ <;>
    exact ⟨by linear_combination h1, by linear_combination h2⟩

/-- For the potential `x⁶ - 7x²`, the energies of bound states of the form
`(a + bx²) exp(-x⁴/4)` are exactly `-2√2` and `2√2`. -/
theorem sextic_levels (E : ℝ) :
    (∃ a b : ℝ, IsBoundState (fun x => x ^ 6 - 7 * x ^ 2) E
      (fun x => (a + b * x ^ 2) * Real.exp (-x ^ 4 / 4))) ↔
      E = -(2 * √2) ∨ E = 2 * √2 := by
  have hV : sexticPotential 0 = fun x : ℝ => x ^ 6 - 7 * x ^ 2 := by
    funext x; unfold sexticPotential; ring
  have hψ : ∀ a b : ℝ, ansatz 0 a b
      = fun x : ℝ => (a + b * x ^ 2) * Real.exp (-x ^ 4 / 4) := by
    intro a b; funext x; simp [ansatz, envelope]
  have h := quasi_exact_levels 0 E
  simp only [hV, hψ] at h
  rw [h]
  norm_num

end

end QuasiExactSextic
```

```lean
#print axioms QuasiExactSextic.sextic_isBoundState_iff
-- 'QuasiExactSextic.sextic_isBoundState_iff' depends on axioms: [propext, Classical.choice, Quot.sound]
#print axioms QuasiExactSextic.sextic_levels
-- 'QuasiExactSextic.sextic_levels' depends on axioms: [propext, Classical.choice, Quot.sound]
```

The lemma `hasDerivAt_mul_envelope` is the differentiation rule for $pg$. `hamiltonian_ansatz` uses it twice, first with $p$ and then with $q$; the final `ring` performs the cancellation of the higher powers.

`integrable_ansatz_sq` is the Gaussian comparison. Its steps `h1` and `h2` are the two bounds above, and the square $(x^2-(3-\beta))^2$ is passed to `nlinarith` as a hint.

In the forward direction of `isBoundState_ansatz_iff`, `mul_right_cancel₀` removes the envelope. Evaluation of the resulting polynomial identity at $x=0$ and $x=1$ yields the two linear equations, named `e0` and `e1`. The calls to `linear_combination` do the elimination. The reverse direction recovers `e0` and `e1` from the two conditions and then supplies all four parts of `IsBoundState`.

`quasi_exact_levels` factors the quadratic using $\sqrt{\beta^2+2}^{\,2}=\beta^2+2$, and exhibits the state with $a=1$ for each root. The last two theorems identify the explicit potential and wavefunction with the $\beta=0$ case.

## Exact on the line, with discretisation error left to the code

The energies, the coefficient ratio and normalisability are proved for every real $\beta$, with actual derivatives on the infinite line. Normalisability is derived, not assumed. The "if and only if" also means that no other energy occurs for a bound state of this trial form.

That uniqueness is confined to the trial form. The theorems say nothing about odd states or about even states outside the two-dimensional space, so they don't give the full spectrum. They also treat $H$ as a pointwise formula on real functions and do not construct a self-adjoint operator on a Hilbert space.

The step from theorem to program is the replacement of the differential equation on the line by a finite matrix or a numerical integration. Box size, grid spacing, basis truncation and rounding all enter there, and none of them is bounded by the theorems. A computed energy should approach $E_\pm$ as a convergent method is refined; how close it must be at a given resolution has to come from an error estimate for that method.
